# If B takes displacements to internal coordinates and BA = 1, a Hessian that vanishes on the kernel of B satisfies HAB = H

The real matrix B takes displacements to changes in internal coordinates, both finite in number, and A is any right inverse of it, so BA = 1. The Hessian H is a real square matrix, not assumed symmetric, that gives zero on every displacement B sends to zero. The lemma says that HAB = H, so passing a displacement through AB first does not change what H does to it. The attempt shows that B(AB − 1) = 0, then applies the hypothesis on H to each column of AB − 1 to get H(AB − 1) = 0, from which the result follows.

In Lean, a first try:

```lean
import Mathlib

open Matrix

namespace WilsonHessian

noncomputable section

variable {m n : Type*} [Fintype m] [Fintype n] [DecidableEq m] [DecidableEq n]

/-- A Hessian that vanishes on displacements leaving all internal coordinates fixed is unchanged
when displacements are first passed through `A B`, for any right inverse `A` of `B`. -/
theorem hessian_mul_projector (B : Matrix m n ℝ) (A : Matrix n m ℝ) (H : Matrix n n ℝ)
    (hA : B * A = 1) (hker : ∀ x, B *ᵥ x = 0 → H *ᵥ x = 0) : H * (A * B) = H := by
  have hz : B * (A * B - 1) = 0 := by
    rw [Matrix.mul_sub, ← Matrix.mul_assoc, hA, Matrix.one_mul, Matrix.mul_one, sub_self]
  -- each column of A B - 1 lies in the kernel of B
  have hH : H * (A * B - 1) = 0 := by
    ext i j
    exact congrFun (hker (fun k => (A * B - 1) k j)
      (funext fun l => congrFun (congrFun hz l) j)) i
  rw [Matrix.mul_sub, Matrix.mul_one] at hH
  exact sub_eq_zero.mp hH

end

end WilsonHessian
```

The compiler's answer:

```
Main.lean:21:23: error: Type mismatch
  congrFun (congrFun hz l) j
has type
  (B * (A * B - 1)) l j = 0 l j
but is expected to have type
  (B *ᵥ fun k => ?m.137) l = 0 l
Main.lean:20:35: error: Function expected at
  A * B - 1
but this term has type
  ?m.160

Note: Expected a function because this term is being applied to the argument
  k
```

Lean accepts the file once it reads:

```diff
@@ -15,9 +15,15 @@
   have hz : B * (A * B - 1) = 0 := by
     rw [Matrix.mul_sub, ← Matrix.mul_assoc, hA, Matrix.one_mul, Matrix.mul_one, sub_self]
-  -- each column of A B - 1 lies in the kernel of B
-  have hH : H * (A * B - 1) = 0 := by
+  -- H annihilates every matrix whose columns lie in the kernel of B
+  have key : ∀ P : Matrix n n ℝ, B * P = 0 → H * P = 0 := by
+    intro P hP
     ext i j
-    exact congrFun (hker (fun k => (A * B - 1) k j)
-      (funext fun l => congrFun (congrFun hz l) j)) i
+    have hc : B *ᵥ (fun k => P k j) = 0 := by
+      funext l
+      have h := congrFun (congrFun hP l) j
+      simpa [Matrix.mul_apply, Matrix.mulVec, dotProduct] using h
+    have h := congrFun (hker _ hc) i
+    simpa [Matrix.mul_apply, Matrix.mulVec, dotProduct] using h
+  have hH := key _ hz
   rw [Matrix.mul_sub, Matrix.mul_one] at hH
   exact sub_eq_zero.mp hH
```

Diagnosis. Both errors come from writing the column as `fun k => (A * B - 1) k j`. The second message says that the type of `A * B - 1` was still unknown (`?m.160`) when Lean had to apply it to `k`, so Lean could not treat it as a function. The first message shows the effect on the kernel proof: the column's entry is still a hole, `?m.137`, in the expected type, and Lean could not match the entry of `B * (A * B - 1)` supplied by `hz` with a product of `B` and an unfinished column.

The repair proves the step as `key`, for any `P` declared to be a `Matrix n n ℝ`. The type of `P` is known from the start, so `P k j` makes sense and the column is complete. `hc` states that `B` sends this column to zero, and the two `simpa` calls unfold the matrix-matrix and matrix-vector products so that their entries can be compared as sums. Finally, `key _ hz` lets Lean read off from `hz` that `P` is `A * B - 1`.
